# Three-dimensional superlattices of volume n and their Σ_{m∣n} m σ(m) Hermite normal forms

## Duplicate and missing supercells

Suppose we list the supercells of a crystal by running through integer matrices of determinant ±n. The same superlattice turns up again and again, because it has infinitely many bases. If we stop at a largest matrix entry chosen by guess, a superlattice may still be missing. In a cluster expansion, duplicates can give one structure extra weight in the fit, and a missing superlattice may hide a ground state from the search.

Repeated and missing superlattices can both be detected if each superlattice has one standard matrix and the number of standard matrices is known. A list of distinct standard matrices of volume n is then complete exactly when its length equals that number. This tests a list of three-dimensional superlattices before point-group symmetry is used to shorten it; it does not test the atomic decorations placed on them.

## One matrix for each superlattice

Write the supercell vectors, in the basis of the parent lattice, as the columns of an integer 3×3 matrix M. Its volume, in parent cells, is |det M|. Two bases of the same superlattice express each other with integer coefficients, so they are related by N = M U, where U is an integer matrix with det U = ±1.

A Hermite normal form of volume n is a matrix H with rows

(a, 0, 0), (b, c, 0), (d, e, f)

where a, c, f > 0, acf = n, 0 ≤ b < c and 0 ≤ d, e < f. There are two claims:

- The number of such H is Σ_{m∣n} m σ(m), where σ(m) is the sum of the divisors of m.
- Every M with det M ≠ 0 is related to exactly one normal form of volume |det M|.

## Counting the residues

Put m = cf. Then m divides n, f divides m, a = n/m and c = m/f. For fixed m and f there are c choices of b and f choices each of d and e, together

(m/f) · f · f = m f.

Summing over f gives m σ(m), and summing over m gives the formula. For a prime p, the divisors 1 and p contribute 1 and p(1 + p), so the total is 1 + p + p². At volume 2 there are 7 normal forms.

## Two normal forms of one superlattice are equal

Let H' = H U, with primes on the entries of H' and indices running from 0 to 2. The zeros in row 0 give a U₀₁ = a U₀₂ = 0, so U₀₁ = U₀₂ = 0. The zero in row 1 then gives c U₁₂ = 0, so U is lower triangular. On the diagonal,

a' = a U₀₀, c' = c U₁₁, f' = f U₂₂.

All three factors Uᵢᵢ are positive integers with product det U = ±1, so each is 1. Hence c' = c and f' = f, and

b' = b + c U₁₀
e' = e + f U₂₁
d' = d + e U₁₀ + f U₂₀.

Since b and b' both lie in [0, c), they differ by less than c, which forces U₁₀ = 0. In the same way U₂₁ = 0, and then U₂₀ = 0. So U = 1 and H' = H.

## Reducing an arbitrary supercell

Take integers x, y with g = gcd(x, y) ≠ 0, and write x = g x', y = g y'. Bézout's identity gives g = x p + y r. With q = −y' and s = x',

p s − q r = p x' + r y' = 1
x q + y s = −g x' y' + g y' x' = 0.

The column operation with rows (p, q), (r, s) therefore has determinant 1 and clears the second entry. If x = y = 0, the identity does.

Apply this to columns 0 and 1 to clear entry (0,1), to columns 0 and 2 to clear (0,2), and to columns 1 and 2 to clear (1,2). Later steps preserve the earlier zeros. The result L is lower triangular with |det L| = |det M| ≠ 0, so its diagonal entries are nonzero.

Now let s, t, r denote the signs of L₀₀, L₁₁, L₂₂, and multiply L on the right by the matrix with rows (s, 0, 0), (u, t, 0), (w, v, r). The diagonal becomes |L₀₀|, |L₁₁|, |L₂₂|, and the entries below it are

L₁₀ s + L₁₁ u
L₂₁ t + L₂₂ v
L₂₀ s + L₂₁ u + L₂₂ w.

Choose u and v, and then w, to bring these into the required ranges. The multiplier has determinant s t r = ±1, and the product of the new diagonal is |det M|.

If H = M U and K = M V are both normal forms of M, then K = H (U⁻¹V), so K = H by uniqueness.

## The statement in Lean

`Cell` is the type of integer 3×3 matrices, `IsHNF n H` is the definition above, and `SameLattice M N` says that N = M U with `IsUnit U.det`, which over the integers means det U = ±1. Left-handed bases are thus allowed.

`ncard_isHNF` is the count. It also holds for n = 0, where both sides are 0. `existsUnique_isHNF` is the second claim, with `M.det.natAbs` for |det M| and the hypothesis `M.det ≠ 0` excluding flat cells. Together they count superlattices by their representatives. Superlattices related by a rotation of the parent crystal still count separately.

A different model would take superlattices to be subgroups of ℤ³ of index n. Equality of subgroups would replace `SameLattice`, and the count would refer to superlattices directly. The proof would then also need an integer basis for each such subgroup and the equality of its index with |det M|.

```lean
import Mathlib

namespace SuperlatticeEnumeration

/-- Integer 3×3 matrices; the columns are supercell vectors in the basis of the parent lattice. -/
abbrev Cell := Matrix (Fin 3) (Fin 3) ℤ

/-- `H` is a Hermite normal form of volume `n`: lower triangular with positive diagonal of
product `n`, each entry left of the diagonal being a residue modulo the diagonal of its row. -/
def IsHNF (n : ℕ) (H : Cell) : Prop :=
  ∃ a b c d e f : ℤ, H = !![a, 0, 0; b, c, 0; d, e, f] ∧ 0 < a ∧ 0 < c ∧ 0 < f ∧
    a * c * f = n ∧ 0 ≤ b ∧ b < c ∧ 0 ≤ d ∧ d < f ∧ 0 ≤ e ∧ e < f

/-- Two supercells describe the same superlattice: their columns are related by an integer
change of basis of determinant `1` or `-1`. -/
def SameLattice (M N : Cell) : Prop := ∃ U : Cell, IsUnit U.det ∧ N = M * U

/-- Labels `(m, f, b, d, e)` of the normal forms of volume `n`, where `m = c f`. -/
def labels (n : ℕ) : Finset (Σ _ : ℕ, Σ _ : ℕ, ℕ × ℕ × ℕ) :=
  n.divisors.sigma fun m => m.divisors.sigma fun f =>
    Finset.range (m / f) ×ˢ Finset.range f ×ˢ Finset.range f

/-- The matrix belonging to a label in `labels n`. -/
def ofLabel (n : ℕ) (x : Σ _ : ℕ, Σ _ : ℕ, ℕ × ℕ × ℕ) : Cell :=
  !![((n / x.1 : ℕ) : ℤ), 0, 0; (x.2.2.1 : ℤ), ((x.1 / x.2.1 : ℕ) : ℤ), 0;
    (x.2.2.2.1 : ℤ), (x.2.2.2.2 : ℤ), (x.2.1 : ℤ)]

/-- The normal forms of volume `n` are exactly the matrices given by the labels. -/
theorem setOf_isHNF (n : ℕ) : {H | IsHNF n H} = ofLabel n '' (labels n : Set _) := by
  ext H
  simp only [Set.mem_ofPred_eq, Set.mem_image, Finset.mem_coe]
  constructor
  · rintro ⟨a, b, c, d, e, f, rfl, ha, hc, hf, hn, hb, hbc, hd, hdf, he, hef⟩
    lift a to ℕ using ha.le
    lift c to ℕ using hc.le
    lift f to ℕ using hf.le
    lift b to ℕ using hb
    lift d to ℕ using hd
    lift e to ℕ using he
    have ha' : 0 < a := by omega
    have hc' : 0 < c := by omega
    have hf' : 0 < f := by omega
    have hn' : n = c * f * a := by
      have h : a * c * f = n := by exact_mod_cast hn
      rw [← h]; ring
    have h1 : n / (c * f) = a := by
      rw [hn']; exact Nat.mul_div_cancel_left a (Nat.mul_pos hc' hf')
    have h2 : c * f / f = c := Nat.mul_div_cancel c hf'
    refine ⟨⟨c * f, f, b, d, e⟩, ?_, ?_⟩
    · simp only [labels, Finset.mem_sigma, Nat.mem_divisors, Finset.mem_product,
        Finset.mem_range, h2]
      exact ⟨⟨⟨a, hn'⟩, by rw [hn']; positivity⟩, ⟨Dvd.intro_left c rfl, by positivity⟩,
        by omega, by omega, by omega⟩
    · simp only [ofLabel, h1, h2]
  · rintro ⟨⟨m, f, b, d, e⟩, hx, rfl⟩
    simp only [labels, Finset.mem_sigma, Nat.mem_divisors, Finset.mem_product,
      Finset.mem_range] at hx
    obtain ⟨⟨⟨a, rfl⟩, hn⟩, ⟨⟨c, rfl⟩, hm⟩, hb, hd, he⟩ := hx
    have ha : 0 < a := Nat.pos_of_ne_zero (right_ne_zero_of_mul hn)
    have hc : 0 < c := Nat.pos_of_ne_zero (right_ne_zero_of_mul hm)
    have hf : 0 < f := Nat.pos_of_ne_zero (left_ne_zero_of_mul hm)
    have h1 : f * c * a / (f * c) = a := Nat.mul_div_cancel_left a (Nat.mul_pos hf hc)
    have h2 : f * c / f = c := Nat.mul_div_cancel_left c hf
    rw [h2] at hb
    exact ⟨a, b, c, d, e, f, by simp only [ofLabel, h1, h2], by omega, by omega, by omega,
      by push_cast; ring, by omega, by omega, by omega, by omega, by omega, by omega⟩

/-- The number of Hermite normal forms of volume `n` is the sum of `m σ(m)` over the divisors
`m` of `n`, where `σ(m)` is the sum of the divisors of `m`. -/
theorem ncard_isHNF (n : ℕ) :
    {H | IsHNF n H}.ncard = ∑ m ∈ n.divisors, m * ∑ k ∈ m.divisors, k := by
  have hinj : Set.InjOn (ofLabel n) (labels n : Set _) := by
    rintro ⟨m, f, b, d, e⟩ hx ⟨m', f', b', d', e'⟩ hy h
    simp only [labels, Finset.mem_coe, Finset.mem_sigma, Nat.mem_divisors] at hx hy
    have h0 : n / m = n / m' := Nat.cast_injective (R := ℤ) (congrFun (congrFun h 0) 0)
    have hb : b = b' := Nat.cast_injective (R := ℤ) (congrFun (congrFun h 1) 0)
    have hd : d = d' := Nat.cast_injective (R := ℤ) (congrFun (congrFun h 2) 0)
    have he : e = e' := Nat.cast_injective (R := ℤ) (congrFun (congrFun h 2) 1)
    have hf : f = f' := Nat.cast_injective (R := ℤ) (congrFun (congrFun h 2) 2)
    have hm : m = m' := (Nat.div_div_self hx.1.1 hx.1.2).symm.trans
      (by rw [h0]; exact Nat.div_div_self hy.1.1 hy.1.2)
    subst hb hd he hf hm
    rfl
  rw [setOf_isHNF, Set.InjOn.ncard_image hinj, Set.ncard_coe_finset]
  simp only [labels, Finset.card_sigma, Finset.card_product, Finset.card_range]
  refine Finset.sum_congr rfl fun m _ => ?_
  rw [Finset.mul_sum]
  -- for fixed m = c f and f there are c f² = m f residues
  refine Finset.sum_congr rfl fun k hk => ?_
  rw [← mul_assoc, Nat.div_mul_cancel (Nat.dvd_of_mem_divisors hk)]

/-- For a prime volume `p` there are `1 + p + p²` Hermite normal forms. -/
theorem ncard_isHNF_prime {p : ℕ} (hp : p.Prime) :
    {H | IsHNF p H}.ncard = 1 + p + p ^ 2 := by
  rw [ncard_isHNF, hp.sum_divisors, hp.sum_divisors, Nat.divisors_one, Finset.sum_singleton]
  ring

/-- Two Hermite normal forms that describe the same superlattice are equal. -/
theorem IsHNF.eq_of_sameLattice {n n' : ℕ} {H H' : Cell} (hH : IsHNF n H)
    (hH' : IsHNF n' H') (hs : SameLattice H H') : H = H' := by
  obtain ⟨a, b, c, d, e, f, rfl, ha, hc, hf, -, hb, hbc, hd, hdf, he, hef⟩ := hH
  obtain ⟨a', b', c', d', e', f', rfl, ha', hc', hf', -, hb', hbc', hd', hdf', he', hef'⟩ := hH'
  obtain ⟨U, hU, h⟩ := hs
  have E := fun i j => congrFun (congrFun h i) j
  simp only [Matrix.mul_apply, Fin.sum_univ_three] at E
  -- the change of basis is lower triangular
  have u01 : U 0 1 = 0 := by simpa [ha.ne'] using E 0 1
  have u02 : U 0 2 = 0 := by simpa [ha.ne'] using E 0 2
  have u12 : U 1 2 = 0 := by simpa [hc.ne', u02] using E 1 2
  have e00 : a' = a * U 0 0 := by simpa using E 0 0
  have e11 : c' = c * U 1 1 := by simpa [u01] using E 1 1
  have e22 : f' = f * U 2 2 := by simpa [u02, u12] using E 2 2
  have e10 : b' = b * U 0 0 + c * U 1 0 := by simpa using E 1 0
  have e21 : e' = e * U 1 1 + f * U 2 1 := by simpa [u01] using E 2 1
  have e20 : d' = d * U 0 0 + e * U 1 0 + f * U 2 0 := by simpa using E 2 0
  have p0 : 0 < U 0 0 := (mul_pos_iff_of_pos_left ha).mp (e00 ▸ ha')
  have p1 : 0 < U 1 1 := (mul_pos_iff_of_pos_left hc).mp (e11 ▸ hc')
  have p2 : 0 < U 2 2 := (mul_pos_iff_of_pos_left hf).mp (e22 ▸ hf')
  have hdet : U.det = U 0 0 * U 1 1 * U 2 2 := by
    rw [Matrix.det_fin_three, u01, u02, u12]; ring
  simp only [hdet, IsUnit.mul_iff, Int.isUnit_iff] at hU
  have v0 : U 0 0 = 1 := by omega
  have v1 : U 1 1 = 1 := by omega
  have v2 : U 2 2 = 1 := by omega
  rw [v1, mul_one] at e11 e21
  rw [v2, mul_one] at e22
  rw [v0, mul_one] at e10 e20
  -- equal residues leave no room for off-diagonal entries
  have res : ∀ x y q k : ℤ, 0 ≤ x → x < q → 0 ≤ y → y < q → y = x + q * k → k = 0 := by
    intro x y q k _ _ _ _ _
    rcases lt_trichotomy k 0 with hk | hk | hk
    · nlinarith
    · exact hk
    · nlinarith
  have w10 := res b b' c _ hb hbc hb' (e11 ▸ hbc') e10
  have w21 := res e e' f _ he hef he' (e22 ▸ hef') e21
  rw [w10, mul_zero, add_zero] at e20
  have w20 := res d d' f _ hd hdf hd' (e22 ▸ hdf') e20
  have hU1 : U = 1 := by
    ext i j
    fin_cases i <;> fin_cases j <;> simp [u01, u02, u12, v0, v1, v2, w10, w20, w21]
  rw [h, hU1, mul_one]

/-- Successive changes of basis compose to a change of basis. -/
theorem SameLattice.trans {M N P : Cell} (h : SameLattice M N) (k : SameLattice N P) :
    SameLattice M P := by
  obtain ⟨U, hU, rfl⟩ := h
  obtain ⟨V, hV, rfl⟩ := k
  exact ⟨U * V, by rw [Matrix.det_mul]; exact hU.mul hV, by rw [mul_assoc]⟩

/-- An integer column operation on two columns clears the second of two given entries. -/
theorem exists_column_operation (x y : ℤ) :
    ∃ p q r s : ℤ, p * s - q * r = 1 ∧ x * q + y * s = 0 := by
  by_cases hg : (Int.gcd x y : ℤ) = 0
  · have h := Int.gcd_eq_zero_iff.mp (by exact_mod_cast hg)
    exact ⟨1, 0, 0, 1, by norm_num, by rw [h.1, h.2]; norm_num⟩
  · obtain ⟨x', hx⟩ : (Int.gcd x y : ℤ) ∣ x := Int.gcd_dvd_left ..
    obtain ⟨y', hy⟩ : (Int.gcd x y : ℤ) ∣ y := Int.gcd_dvd_right ..
    have hb := Int.gcd_eq_gcd_ab x y
    refine ⟨Int.gcdA x y, -y', Int.gcdB x y, x', mul_left_cancel₀ hg ?_, ?_⟩
    · linear_combination -hb - Int.gcdA x y * hx - Int.gcdB x y * hy
    · linear_combination -y' * hx + x' * hy

/-- Every supercell of nonzero volume has a Hermite normal form of the same volume that
describes the same superlattice. -/
theorem exists_isHNF (M : Cell) (hM : M.det ≠ 0) :
    ∃ H, IsHNF M.det.natAbs H ∧ SameLattice M H := by
  -- three column operations make the matrix lower triangular
  obtain ⟨L, hL, z1, z2, z3⟩ : ∃ L, SameLattice M L ∧ L 0 1 = 0 ∧ L 0 2 = 0 ∧ L 1 2 = 0 := by
    obtain ⟨p, q, r, s, h, k⟩ := exists_column_operation (M 0 0) (M 0 1)
    obtain ⟨A, hA, a1⟩ : ∃ A, SameLattice M A ∧ A 0 1 = 0 :=
      ⟨_, ⟨!![p, q, 0; r, s, 0; 0, 0, 1], by
        have : p * s - q * r = 1 := h
        simp [Matrix.det_fin_three, this], rfl⟩, by
        simpa [Matrix.mul_apply, Fin.sum_univ_three] using k⟩
    obtain ⟨p, q, r, s, h, k⟩ := exists_column_operation (A 0 0) (A 0 2)
    obtain ⟨B, hB, b1, b2⟩ : ∃ B, SameLattice A B ∧ B 0 1 = 0 ∧ B 0 2 = 0 :=
      ⟨_, ⟨!![p, 0, q; 0, 1, 0; r, 0, s], by
        simp [Matrix.det_fin_three, h], rfl⟩, by
        simp [Matrix.mul_apply, Fin.sum_univ_three, a1], by
        simpa [Matrix.mul_apply, Fin.sum_univ_three] using k⟩
    obtain ⟨p, q, r, s, h, k⟩ := exists_column_operation (B 1 1) (B 1 2)
    exact ⟨_, (hA.trans hB).trans ⟨!![1, 0, 0; 0, p, q; 0, r, s], by
        simp [Matrix.det_fin_three, h], rfl⟩, by
        simp [Matrix.mul_apply, Fin.sum_univ_three, b1, b2], by
        simp [Matrix.mul_apply, Fin.sum_univ_three, b1, b2], by
        simpa [Matrix.mul_apply, Fin.sum_univ_three] using k⟩
  have hvol : L.det.natAbs = M.det.natAbs := by
    obtain ⟨U, hU, rfl⟩ := hL
    rw [Matrix.det_mul, Int.natAbs_mul, Int.isUnit_iff_natAbs_eq.mp hU, mul_one]
  have hd : L.det = L 0 0 * L 1 1 * L 2 2 := by
    rw [Matrix.det_fin_three, z1, z2, z3]; ring
  have h0 : L 0 0 * L 1 1 * L 2 2 ≠ 0 := by
    rw [← hd]; intro h; apply hM; rw [h] at hvol; simpa using hvol.symm
  have hf := right_ne_zero_of_mul h0
  have hc := right_ne_zero_of_mul (left_ne_zero_of_mul h0)
  have ha := left_ne_zero_of_mul (left_ne_zero_of_mul h0)
  -- signs and residues
  have sg : ∀ x : ℤ, ∃ s : ℤ, IsUnit s ∧ x * s = |x| := by
    intro x
    rcases abs_cases x with ⟨h, _⟩ | ⟨h, _⟩
    · exact ⟨1, isUnit_one, by rw [h, mul_one]⟩
    · exact ⟨-1, isUnit_one.neg, by rw [h]; ring⟩
  have red : ∀ x q : ℤ, q ≠ 0 → ∃ k : ℤ, 0 ≤ x + q * k ∧ x + q * k < |q| := by
    intro x q hq
    have h : x + q * -(x / q) = x % q := by rw [Int.emod_def]; ring
    exact ⟨-(x / q), by rw [h]; exact Int.emod_nonneg x hq,
      by rw [h]; exact Int.emod_lt_abs x hq⟩
  obtain ⟨s, us, hs⟩ := sg (L 0 0)
  obtain ⟨t, ut, ht⟩ := sg (L 1 1)
  obtain ⟨r, ur, hr⟩ := sg (L 2 2)
  obtain ⟨u, hu, hu'⟩ := red (L 1 0 * s) (L 1 1) hc
  obtain ⟨v, hv, hv'⟩ := red (L 2 1 * t) (L 2 2) hf
  obtain ⟨w, hw, hw'⟩ := red (L 2 0 * s + L 2 1 * u) (L 2 2) hf
  refine ⟨L * !![s, 0, 0; u, t, 0; w, v, r], ⟨L 0 0 * s, L 1 0 * s + L 1 1 * u, L 1 1 * t,
    L 2 0 * s + L 2 1 * u + L 2 2 * w, L 2 1 * t + L 2 2 * v, L 2 2 * r, ?_,
    by rw [hs]; exact abs_pos.mpr ha, by rw [ht]; exact abs_pos.mpr hc,
    by rw [hr]; exact abs_pos.mpr hf, ?_, hu, by rw [ht]; exact hu', hw,
    by rw [hr]; exact hw', hv, by rw [hr]; exact hv'⟩, hL.trans ⟨_, ?_, rfl⟩⟩
  · ext i j
    fin_cases i <;> fin_cases j <;> simp [Matrix.mul_apply, Fin.sum_univ_three, z1, z2, z3]
  · rw [hs, ht, hr, ← hvol, hd, Int.natCast_natAbs, abs_mul, abs_mul]
  · simpa [Matrix.det_fin_three] using (us.mul ut).mul ur

/-- Every supercell of nonzero volume describes the same superlattice as exactly one Hermite
normal form of that volume. -/
theorem existsUnique_isHNF (M : Cell) (hM : M.det ≠ 0) :
    ∃! H, IsHNF M.det.natAbs H ∧ SameLattice M H := by
  obtain ⟨H, hH, U, hU, hHU⟩ := exists_isHNF M hM
  refine ⟨H, ⟨hH, U, hU, hHU⟩, fun K hK => ?_⟩
  -- undo the first change of basis, then apply the second
  have back : SameLattice H M := ⟨U⁻¹, Matrix.isUnit_nonsing_inv_det _ hU, by
    rw [hHU, mul_assoc, Matrix.mul_nonsing_inv _ hU, mul_one]⟩
  exact (hH.eq_of_sameLattice hK.1 (back.trans hK.2)).symm

end SuperlatticeEnumeration
```

```lean
#print axioms SuperlatticeEnumeration.ncard_isHNF_prime
#print axioms SuperlatticeEnumeration.existsUnique_isHNF
```

```
'SuperlatticeEnumeration.ncard_isHNF_prime' depends on axioms: [propext, Classical.choice, Quot.sound]
'SuperlatticeEnumeration.existsUnique_isHNF' depends on axioms: [propext, Classical.choice, Quot.sound]
```

## How the proof follows the derivation

`labels` lists the tuples (m, f, b, d, e), and `ofLabel` turns each into a matrix. `setOf_isHNF` shows that these matrices are exactly the normal forms. In `ncard_isHNF`, `hinj` recovers the label from the matrix entries, so counting matrices becomes counting labels; the closing rewrites are (m/f) · f · f = m f. `ncard_isHNF_prime` evaluates the sum at a prime.

`IsHNF.eq_of_sameLattice` reads H' = H U entry by entry through `E`. The local lemma `res` is the residue argument: `nlinarith` refutes both a negative and a positive multiplier. The two volumes `n` and `n'` are not assumed equal.

`exists_column_operation` is the Bézout step, with both identities checked by `linear_combination`. `exists_isHNF` uses it three times, joining the operations with `SameLattice.trans`. Its local facts `sg` and `red` supply the signs and the reductions, the latter by integer division with remainder. Finally, `existsUnique_isHNF` inverts the first change of basis in `back` and applies the uniqueness theorem.
